# In Gaussian units, the potential of a nonzero uniform field $E$ and an induced dipole $\alpha E$ is constant on the sphere of radius $a>0$ centred at the dipole exactly when $\alpha=a^3$

A small neutral metal cluster sits in a static uniform field. Its electrons shift and screen most of the field inside, and from far away the cluster looks like a dipole. If it were a perfect conducting sphere, its surface would be an equipotential, and that condition would fix its polarizability. In a real cluster the electron density spills out beyond the radius $R$ assigned to the ions, so the sphere that screens the field has a somewhat different radius $R+\delta$. What polarizability belongs to that sphere?

Let the field have strength $E$ along $z$, and let the induced dipole be $\alpha E$, placed at the origin. In Gaussian units, where $\alpha$ is a volume, the potential at distance $r$ from the origin is

$$\varphi=-Ez+\frac{\alpha E z}{r^3}.$$

Two things have to be established: that $\varphi$ satisfies Laplace's equation away from the origin, and which $\alpha$ makes it constant on a given sphere centred at the origin.

In Lean 4 with Mathlib:

```lean
import Mathlib

open Filter Topology

namespace ConductingSphere

noncomputable section
```

## The potential in Cartesian coordinates

The distance is $r=\sqrt{x^2+y^2+z^2}$, a function of three real coordinates.

```lean
/-- The distance from the origin of the point with Cartesian coordinates `x, y, z`. -/
def radius (x y z : ℝ) : ℝ := √(x ^ 2 + y ^ 2 + z ^ 2)
```

The potential takes $E$ and $\alpha$ as parameters, followed by the coordinates. Both parameters are arbitrary real numbers at this stage.

```lean
/-- The potential of a uniform field `E` along `z` plus that of a point dipole `α E` at the origin;
the formula is meant for points other than the origin. -/
def potential (E α x y z : ℝ) : ℝ := -E * z + α * E * z / radius x y z ^ 3
```

## Laplace's equation as a statement about existing derivatives

To say that $f''(t)=c$ is to say that $f$ has a derivative $g$ throughout a neighbourhood of $t$, and that $g$ has derivative $c$ at $t$. The definition states this as a relation because Mathlib's function `deriv` returns zero where no derivative exists, and an equation written with it could hold at the origin for no physical reason.

```lean
/-- The function `f` is differentiable near `t`, and its derivative has derivative `c` at `t`. -/
def HasSecondDerivAt (f : ℝ → ℝ) (c t : ℝ) : Prop :=
  ∃ g : ℝ → ℝ, (∀ᶠ s in 𝓝 t, HasDerivAt f (g s) s) ∧ HasDerivAt g c t
```

The Laplacian at a point is then the sum of three such second derivatives, each taken along one coordinate line with the other two coordinates held fixed. `HasLaplacianAt f L x y z` says that all three exist and add up to $L$.

```lean
/-- The three second partial derivatives of `f` exist at the point `x, y, z` and add up to `L`. -/
def HasLaplacianAt (f : ℝ → ℝ → ℝ → ℝ) (L x y z : ℝ) : Prop :=
  ∃ a b c : ℝ, HasSecondDerivAt (fun t => f t y z) a x ∧
    HasSecondDerivAt (fun t => f x t z) b y ∧
    HasSecondDerivAt (fun t => f x y t) c z ∧ a + b + c = L
```

## A conducting surface as an equipotential

The physics of the conductor enters through one condition: charge moves until no tangential field remains, so the potential has a single value $c$ on the surface. The value itself is left free.

```lean
/-- The potential takes one and the same value on the whole sphere of radius `a`. -/
def IsEquipotential (E α a : ℝ) : Prop :=
  ∃ c : ℝ, ∀ x y z : ℝ, radius x y z = a → potential E α x y z = c
```

## Derivatives of the distance along a line

Along a line parallel to an axis, only one coordinate $t$ varies, and $r=\sqrt{t^2+c}$, where $c$ now denotes the sum of the squares of the other two coordinates. The chain rule gives

$$r'=\frac{t}{r},\qquad (r^3)'=3r^2\,\frac{t}{r}=3tr,\qquad (r^5)'=5r^4\,\frac{t}{r}=5tr^3 .$$

The square root is differentiated only where $r\neq0$. In the code the point of evaluation is `s`, and `field_simp` performs the cancellations of $r$.

```lean
/-- Along a coordinate line that is at nonzero distance `r = √(s² + c)` from the origin at `s`,
the derivatives of `r`, `r³` and `r⁵` are `s / r`, `3 s r` and `5 s r³`. -/
theorem hasDerivAt_distance {c s : ℝ} (h : √(s ^ 2 + c) ≠ 0) :
    HasDerivAt (fun t => √(t ^ 2 + c)) (s / √(s ^ 2 + c)) s ∧
    HasDerivAt (fun t => √(t ^ 2 + c) ^ 3) (3 * s * √(s ^ 2 + c)) s ∧
    HasDerivAt (fun t => √(t ^ 2 + c) ^ 5) (5 * s * √(s ^ 2 + c) ^ 3) s := by
  have hq : s ^ 2 + c ≠ 0 := fun h0 => h (by rw [h0, Real.sqrt_zero])
  have h1 : HasDerivAt (fun t : ℝ => t ^ 2 + c) (2 * s) s := by
    simpa using (hasDerivAt_pow 2 s).add_const c
  have h2 : HasDerivAt (fun t => √(t ^ 2 + c)) (s / √(s ^ 2 + c)) s :=
    (h1.sqrt hq).congr_deriv (mul_div_mul_left _ _ two_ne_zero)
  refine ⟨h2, (h2.fun_pow 3).congr_deriv ?_, (h2.fun_pow 5).congr_deriv ?_⟩
  · simp only [Nat.cast_ofNat, Nat.reduceSub]
    field_simp
  · simp only [Nat.cast_ofNat, Nat.reduceSub]
    field_simp
```

## Second derivative across the field

When $x$ or $y$ varies, $z$ is fixed and the potential has the form $A+B/r^3$, with $A=-Ez$ and $B=\alpha Ez$. Differentiating twice,

$$\left(A+\frac{B}{r^3}\right)'=-\frac{3Bt}{r^5},\qquad
\left(-\frac{3Bt}{r^5}\right)'=-\frac{3B}{r^5}+\frac{15Bt^2}{r^7}.$$

The proof supplies the first derivative explicitly. Since $r$ is continuous and nonzero at $s$, it stays nonzero nearby, so the formula holds in a neighbourhood, as the definition requires. The second half differentiates that formula at $s$.

```lean
/-- Second derivative of `A + B / r³` along a coordinate line, at a point with `r ≠ 0`. This is
how the potential varies across the field. -/
theorem transverse_second_deriv (A B : ℝ) {c s : ℝ} (h : √(s ^ 2 + c) ≠ 0) :
    HasSecondDerivAt (fun t => A + B / √(t ^ 2 + c) ^ 3)
      (B * (15 * s ^ 2 / √(s ^ 2 + c) ^ 7 - 3 / √(s ^ 2 + c) ^ 5)) s := by
  refine ⟨fun t => -3 * B * t / √(t ^ 2 + c) ^ 5, ?_, ?_⟩
  · filter_upwards [(hasDerivAt_distance h).1.continuousAt.eventually_ne h] with u hu
    refine (((hasDerivAt_const u B).fun_div (hasDerivAt_distance hu).2.1
      (pow_ne_zero 3 hu)).const_add A).congr_deriv ?_
    field_simp
    ring
  · refine (((hasDerivAt_id' s).const_mul (-3 * B)).fun_div (hasDerivAt_distance h).2.2
      (pow_ne_zero 5 h)).congr_deriv ?_
    field_simp
    ring
```

## Second derivative along the field

When $z$ varies, the potential is $-Et+Bt/r^3$, now with $B=\alpha E$. The first derivative is

$$-E+\frac{B}{r^3}-\frac{3Bt^2}{r^5},$$

and the second is

$$-\frac{3Bt}{r^5}-\frac{6Bt}{r^5}+\frac{15Bt^3}{r^7}
=B\left(\frac{15t^3}{r^7}-\frac{9t}{r^5}\right).$$

The proof has the same two halves as before.

```lean
/-- Second derivative of `-E t + B t / r³` along a coordinate line, at a point with `r ≠ 0`. This
is how the potential varies along the field. -/
theorem axial_second_deriv (E B : ℝ) {c s : ℝ} (h : √(s ^ 2 + c) ≠ 0) :
    HasSecondDerivAt (fun t => -E * t + B * t / √(t ^ 2 + c) ^ 3)
      (B * (15 * s ^ 3 / √(s ^ 2 + c) ^ 7 - 9 * s / √(s ^ 2 + c) ^ 5)) s := by
  refine ⟨fun t => -E + B / √(t ^ 2 + c) ^ 3 - 3 * B * t ^ 2 / √(t ^ 2 + c) ^ 5, ?_, ?_⟩
  · filter_upwards [(hasDerivAt_distance h).1.continuousAt.eventually_ne h] with u hu
    refine (((hasDerivAt_id' u).const_mul (-E)).fun_add
      (((hasDerivAt_id' u).const_mul B).fun_div (hasDerivAt_distance hu).2.1
        (pow_ne_zero 3 hu))).congr_deriv ?_
    field_simp
    ring
  · have h2 : HasDerivAt (fun t : ℝ => t ^ 2) (2 * s) s := by
      simpa using hasDerivAt_pow 2 s
    refine ((((hasDerivAt_const s B).fun_div (hasDerivAt_distance h).2.1
      (pow_ne_zero 3 h)).const_add (-E)).fun_sub
      ((h2.const_mul (3 * B)).fun_div (hasDerivAt_distance h).2.2
        (pow_ne_zero 5 h))).congr_deriv ?_
    field_simp
    ring
```

## The three terms cancel

Adding the two transverse second derivatives and the axial one gives

$$\nabla^2\varphi=\alpha Ez\left(\frac{15(x^2+y^2+z^2)}{r^7}-\frac{3+3+9}{r^5}\right)
=\frac{15\,\alpha Ez\,(x^2+y^2+z^2-r^2)}{r^7}=0 .$$

This holds for every $E$ and $\alpha$, at every point with $r\neq0$. In the proof, `ex`, `ey` and `ez` identify the potential on each coordinate line with the one-variable forms above, and the final `calc` is the displayed sum.

```lean
/-- The potential of a uniform field plus a point dipole satisfies Laplace's equation at every
point other than the origin. -/
theorem potential_harmonic (E α : ℝ) {x y z : ℝ} (h : radius x y z ≠ 0) :
    HasLaplacianAt (potential E α) 0 x y z := by
  have hx : √(x ^ 2 + (y ^ 2 + z ^ 2)) = radius x y z := by
    unfold radius; congr 1; ring
  have hy : √(y ^ 2 + (x ^ 2 + z ^ 2)) = radius x y z := by
    unfold radius; congr 1; ring
  have hz : √(z ^ 2 + (x ^ 2 + y ^ 2)) = radius x y z := by
    unfold radius; congr 1; ring
  -- the potential restricted to the three coordinate lines through the point
  have ex : (fun t => potential E α t y z) =
      fun t => -E * z + α * E * z / √(t ^ 2 + (y ^ 2 + z ^ 2)) ^ 3 := by
    funext t
    simp only [potential, radius, add_assoc]
  have ey : (fun t => potential E α x t z) =
      fun t => -E * z + α * E * z / √(t ^ 2 + (x ^ 2 + z ^ 2)) ^ 3 := by
    funext t
    simp only [potential, radius]
    rw [show x ^ 2 + t ^ 2 + z ^ 2 = t ^ 2 + (x ^ 2 + z ^ 2) by ring]
  have ez : (fun t => potential E α x y t) =
      fun t => -E * t + α * E * t / √(t ^ 2 + (x ^ 2 + y ^ 2)) ^ 3 := by
    funext t
    simp only [potential, radius]
    rw [show x ^ 2 + y ^ 2 + t ^ 2 = t ^ 2 + (x ^ 2 + y ^ 2) by ring]
  have tx := transverse_second_deriv (-E * z) (α * E * z) (by rwa [hx])
  have ty := transverse_second_deriv (-E * z) (α * E * z) (by rwa [hy])
  have tz := axial_second_deriv E (α * E) (by rwa [hz])
  rw [← ex, hx] at tx
  rw [← ey, hy] at ty
  rw [← ez, hz] at tz
  refine ⟨_, _, _, tx, ty, tz, ?_⟩
  -- the sum is proportional to x² + y² + z² - r²
  have hr : radius x y z ^ 2 = x ^ 2 + y ^ 2 + z ^ 2 := Real.sq_sqrt (by positivity)
  calc _ = 15 * α * E * z * (x ^ 2 + y ^ 2 + z ^ 2 - radius x y z ^ 2)
        / radius x y z ^ 7 := by
          field_simp
          ring
    _ = 0 := by rw [hr, sub_self, mul_zero, zero_div]
```

## The sphere selects one polarizability

On the sphere $r=a$ the potential is

$$\varphi=-Ez\left(1-\frac{\alpha}{a^3}\right).$$

At the equatorial point $(a,0,0)$ it vanishes, so a constant value can only be zero. At the pole $(0,0,a)$ it must then vanish too, which gives $Ea(\alpha-a^3)=0$. Since $E\neq0$ and $a>0$, it follows that $\alpha=a^3$. Conversely, if $\alpha=a^3$, the bracket is zero and $\varphi=0$ on the whole sphere.

The condition $E\neq0$ is needed for the forward direction. With $E=0$, $a=1$ and $\alpha=5$, the potential is zero everywhere, so the unit sphere is an equipotential although $\alpha\neq a^3$.

In the proof, `h1` and `h2` are the values at the pole and on the equator, `c0` is the conclusion $c=0$, and `h4` is the product that must vanish.

```lean
/-- In a nonzero field, the sphere of radius `a > 0` is an equipotential exactly when the
polarizability is `a³`. -/
theorem isEquipotential_iff {E α a : ℝ} (hE : E ≠ 0) (ha : 0 < a) :
    IsEquipotential E α a ↔ α = a ^ 3 := by
  constructor
  · rintro ⟨c, hc⟩
    -- compare the pole with a point on the equator
    have r1 : radius 0 0 a = a := by simp [radius, Real.sqrt_sq ha.le]
    have r2 : radius a 0 0 = a := by simp [radius, Real.sqrt_sq ha.le]
    have h1 := hc 0 0 a r1
    have h2 := hc a 0 0 r2
    simp only [potential, r1] at h1
    have c0 : c = 0 := by rw [← h2]; simp [potential]
    have h3 : α * E * a / a ^ 3 = E * a := by linarith
    rw [div_eq_iff (pow_ne_zero 3 ha.ne')] at h3
    have h4 : E * a * (α - a ^ 3) = 0 := by linear_combination h3
    have h5 := (mul_eq_zero.mp h4).resolve_left (mul_ne_zero hE ha.ne')
    linarith
  · rintro rfl
    refine ⟨0, fun x y z h => ?_⟩
    have h1 : a ^ 3 * E * z / a ^ 3 = E * z := by field_simp
    rw [potential, h, h1]
    ring
```

## An effective radius $R+\delta$

Setting $a=R+\delta$ gives $\alpha=(R+\delta)^3$. The theorem joins this equivalence to Laplace's equation. It asks only that $E\neq0$ and that the sum $R+\delta$ be positive, so $\delta$ may have either sign.

For example, take $R=2$ and $\delta=\tfrac12$ in some unit of length, and $E=1$. Then $\alpha=2.5^3=15.625$, nearly twice the value $R^3=8$. At the pole of the effective sphere, $\varphi=-2.5+15.625\cdot2.5/15.625=0$, which matches the equator. With $\alpha=8$ the pole would be at $-2.5+8\cdot2.5/15.625=-1.22$ while the equator stayed at $0$.

In electronic structure, this cubic law turns a static polarizability computed for a metal cluster into a length that describes electron spill-out, within a classical one-parameter model of a spherical conductor. The model takes $\delta$ as given and does not derive it from an electron density. The equivalence compares potentials of the form $\varphi$ with one another; it does not show that every exterior solution for a conducting sphere has this form.

```lean
/-- For a nonzero field and an effective radius `R + δ > 0`, the potential is harmonic away from
the origin, and the effective sphere is an equipotential exactly when `α = (R + δ)³`. -/
theorem effective_sphere_polarizability {E α R δ : ℝ} (hE : E ≠ 0) (ha : 0 < R + δ) :
    (∀ x y z : ℝ, radius x y z ≠ 0 → HasLaplacianAt (potential E α) 0 x y z) ∧
    (IsEquipotential E α (R + δ) ↔ α = (R + δ) ^ 3) :=
  ⟨fun _ _ _ h => potential_harmonic E α h, isEquipotential_iff hE ha⟩
```

## Reading the shift from a polarizability

For $\alpha>0$ the relation can be solved for the shift:

$$\alpha=(R+\delta)^3\quad\Longleftrightarrow\quad \delta=\alpha^{1/3}-R .$$

In the example above, $15.625^{1/3}-2=0.5$. The proof first shows that the real power $\alpha^{1/3}$ cubes to $\alpha$ (`hroot`), then uses the fact that two nonnegative numbers with equal cubes are equal.

```lean
/-- For a nonzero field, a polarizability `α > 0` and `R + δ > 0`, the sphere of radius `R + δ`
is an equipotential exactly when the shift is `δ = α^(1/3) - R`. -/
theorem radius_shift_iff {E α R δ : ℝ} (hE : E ≠ 0) (hα : 0 < α) (ha : 0 < R + δ) :
    IsEquipotential E α (R + δ) ↔ δ = α ^ (1 / 3 : ℝ) - R := by
  have hroot : (α ^ (1 / 3 : ℝ)) ^ 3 = α := by
    rw [← Real.rpow_natCast, ← Real.rpow_mul hα.le]
    norm_num
  rw [isEquipotential_iff hE ha]
  constructor
  · intro h
    have h1 : α ^ (1 / 3 : ℝ) = R + δ :=
      (pow_left_inj₀ (Real.rpow_nonneg hα.le _) ha.le three_ne_zero).mp (hroot.trans h)
    linarith
  · intro h
    rw [show R + δ = α ^ (1 / 3 : ℝ) by linarith, hroot]
```

## The field at the surface

Let $(u,v,w)$ be a unit vector, so that $w=\cos\theta$, with $\theta$ the angle from the field axis. At distance $s$ from the origin in this direction, with $\alpha=a^3$,

$$\varphi=-Esw+\frac{a^3Ew}{s^2},\qquad
\frac{d\varphi}{ds}=-Ew-\frac{2a^3Ew}{s^3},$$

and at $s=a$ the slope is $-3Ew=-3E\cos\theta$. The outward component of the field just outside the conductor is therefore $3E\cos\theta$, which at the pole $\theta=0$ is three times the applied field.

The theorem differentiates the exterior formula from both sides of $s=a$. For the conductor itself only the outer side is meant, since the field inside is zero. In the proof, `hray` is the derivative along the ray with $r$ already replaced by $s$. The closing lines justify that replacement: near $a$ the number $s$ is positive, and `hn` says that the direction has unit length.

```lean
/-- At the surface of a sphere of radius `a > 0` with polarizability `a³`, the potential changes
along the outward unit normal `(u, v, w)` at the rate `-3 E w`. -/
theorem surface_normal_derivative (E : ℝ) {a u v w : ℝ} (ha : 0 < a)
    (hn : u ^ 2 + v ^ 2 + w ^ 2 = 1) :
    HasDerivAt (fun s => potential E (a ^ 3) (s * u) (s * v) (s * w)) (-3 * E * w) a := by
  have h3 : HasDerivAt (fun s : ℝ => s ^ 3) (3 * a ^ 2) a := by
    simpa using hasDerivAt_pow 3 a
  have hray : HasDerivAt (fun s : ℝ => -E * (s * w) + a ^ 3 * E * (s * w) / s ^ 3)
      (-3 * E * w) a := by
    refine ((((hasDerivAt_id' a).mul_const w).const_mul (-E)).fun_add
      ((((hasDerivAt_id' a).mul_const w).const_mul (a ^ 3 * E)).fun_div h3
        (pow_ne_zero 3 ha.ne'))).congr_deriv ?_
    field_simp
    ring
  -- on the ray through the surface point the distance from the origin is s itself
  refine hray.congr_of_eventuallyEq ?_
  filter_upwards [eventually_gt_nhds ha] with s hs
  have hr : radius (s * u) (s * v) (s * w) = s := by
    rw [radius, show (s * u) ^ 2 + (s * v) ^ 2 + (s * w) ^ 2 = s ^ 2 by
      linear_combination s ^ 2 * hn, Real.sqrt_sq hs.le]
  rw [potential, hr]

end

end ConductingSphere
```

```lean
#print axioms ConductingSphere.effective_sphere_polarizability
#print axioms ConductingSphere.radius_shift_iff
#print axioms ConductingSphere.surface_normal_derivative
```

```
'ConductingSphere.effective_sphere_polarizability' depends on axioms: [propext, Classical.choice, Quot.sound]
'ConductingSphere.radius_shift_iff' depends on axioms: [propext, Classical.choice, Quot.sound]
'ConductingSphere.surface_normal_derivative' depends on axioms: [propext, Classical.choice, Quot.sound]
```
